# A sharp lower bound on the first-order variance of free-energy differences from one sampling law

Let $p_0\neq p_1$ be probability distributions on a finite set $X$, and put $S=\sum_x|p_0(x)-p_1(x)|$. Every strictly positive probability distribution $q$ on $X$ satisfies

$$V(q)=\sum_x\frac{(p_0(x)-p_1(x))^2}{q(x)}\;\ge\;S^2,$$

with equality exactly when $q=q^*$, where $q^*(x)=|p_0(x)-p_1(x)|/S$. If $p_0$ and $p_1$ coincide at some state, $q^*$ vanishes there and no positive $q$ reaches the bound, but $S^2$ is still the greatest lower bound.

Here $V(q)$ is the first-order relative variance, per independent sample, of the estimator of a ratio of partition functions when both are estimated from the same samples, drawn from $q$. For a finite state space and independent samples, the bound therefore limits, at leading order, how precise a free-energy difference obtained with this estimator from a single umbrella simulation can be. The law $q^*$ is a benchmark more than a recipe, since in general it depends on the ratio of partition functions, which is the quantity being estimated.

## From the log ratio to a completed square

Let $f_0,f_1$ be Boltzmann factors with positive sums $Z_0,Z_1$, so that $p_i=f_i/Z_i$. A sample $x$ drawn from $q$ carries the weights $a_i=f_i(x)/q(x)$, whose $q$-averages are $Z_i$. Shift both averages by a small fraction $t$ towards the weights of this sample. The log ratio becomes

$$L(t)=\ln\bigl(Z_1+t(a_1-Z_1)\bigr)-\ln\bigl(Z_0+t(a_0-Z_0)\bigr),$$

and its slope at $t=0$ is

$$L'(0)=\frac{a_1-Z_1}{Z_1}-\frac{a_0-Z_0}{Z_0}=\frac{a_1}{Z_1}-\frac{a_0}{Z_0}=\frac{p_1(x)}{q(x)}-\frac{p_0(x)}{q(x)}.$$

The $q$-average of this response is $\sum_x(p_1-p_0)=0$, so its variance is the average of its square:

$$V(q)=\sum_x q\left(\frac{p_1}{q}-\frac{p_0}{q}\right)^2=\sum_x\frac{(p_0-p_1)^2}{q}.$$

Write $d=|p_0-p_1|$, so that $\sum_x d=S$. Since $\sum_x q=1$,

$$\sum_x q\left(\frac dq-S\right)^2=\sum_x\frac{d^2}{q}-2S\sum_x d+S^2\sum_x q=V(q)-2S^2+S^2=V(q)-S^2.$$

The left side is a sum of non-negative terms, which gives the bound. It is zero exactly when every term is zero. As $q(x)>0$, this means $d(x)/q(x)=S$ for all $x$. Because $p_0\ne p_1$, we have $S>0$, and the condition reads $q=d/S=q^*$. At a state where $p_0=p_1$ it would require $q(x)=0$, so for positive $q$ the inequality is then strict.

## Positive laws that approach the bound

Take a positive probability distribution $r$ and a fraction $0<t<1$, now a mixing weight, and set $q_t=(1-t)q^*+t\,r$. This law is positive, and it sums to $(1-t)+t=1$. Since $q_t\ge(1-t)\,d/S$, multiplying by $d\geq 0$ and rearranging gives

$$\frac{d^2}{q_t}\le\frac{S\,d}{1-t},\qquad\text{hence}\qquad V(q_t)\le\frac{S^2}{1-t}.$$

Suppose some $b>S^2$ were a lower bound for $V$ over all positive laws. Choose $t=(b-S^2)/(2b)$, which lies between 0 and 1. Then $b\le V(q_t)\le S^2/(1-t)$, so $b(1-t)\le S^2$. But $b(1-t)=(b+S^2)/2$, which forces $b\le S^2$, a contradiction. Thus $S^2$ is the greatest lower bound.

Finally, $|p_0-p_1|\le p_0+p_1$ gives $S\le2$, and so $V(q_t)\le4/(1-t)$ however little $p_0$ and $p_1$ overlap.

## The sampling model in Lean

The state space is a finite type `X`, and distributions are functions `X → ℝ`. Positivity and normalisation appear as hypotheses of the theorems that use them.

```lean
import Mathlib

open Finset

namespace OptimalUmbrella

noncomputable section

variable {X : Type*} [Fintype X]
```

The number $S$ is `l1Dist p0 p1`, the plain sum without the factor $\tfrac12$ found in some definitions of distance between distributions.

```lean
/-- The summed absolute difference of two distributions. -/
def l1Dist (p0 p1 : X → ℝ) : ℝ := ∑ x, |p0 x - p1 x|
```

The function $V$ is defined in its statistical form, as an average over `q` of the squared response.

```lean
/-- First-order relative variance, per sample, of the ratio estimator under the sampling law `q`:
the `q`-average of the squared difference of the normalised weights `p1 / q` and `p0 / q`. -/
def umbrellaVariance (p0 p1 q : X → ℝ) : ℝ :=
  ∑ x, q x * (p1 x / q x - p0 x / q x) ^ 2
```

Next come the law $q^*$ and the mixture $q_t$.

```lean
/-- The sampling law proportional to the absolute difference of the two distributions. -/
def optimalUmbrella (p0 p1 : X → ℝ) (x : X) : ℝ := |p0 x - p1 x| / l1Dist p0 p1

/-- The optimal umbrella mixed with a fraction `t` of another sampling law `r`. -/
def mixedUmbrella (p0 p1 r : X → ℝ) (t : ℝ) (x : X) : ℝ :=
  (1 - t) * optimalUmbrella p0 p1 x + t * r x
```

The model describes independent samples at leading order. Correlation along a trajectory, the bias of the estimator at finite sample size and continuous configuration spaces are not represented. Requiring `q` to be positive means that every state can be visited, so that both weights are defined everywhere.

The derivative lemma motivates the definition of $V$. `HasDerivAt` states that the function of `t` has the given derivative at 0. The proof treats one logarithm at a time, obtaining `a / Z - 1` from the chain rule, and the two constants cancel in the difference. The step from this response to the sampling variance of the estimator is the usual linearisation argument, and it stays informal here.

```lean
/-- Shifting the averages `Z0`, `Z1` by a fraction `t` towards the weights `a0`, `a1` of one sample
changes the logarithm of the ratio `Z1 / Z0` at the rate `a1 / Z1 - a0 / Z0` at `t = 0`. -/
theorem logRatio_first_order {Z0 Z1 : ℝ} (a0 a1 : ℝ) (h0 : 0 < Z0) (h1 : 0 < Z1) :
    HasDerivAt (fun t : ℝ => Real.log (Z1 + t * (a1 - Z1)) - Real.log (Z0 + t * (a0 - Z0)))
      (a1 / Z1 - a0 / Z0) 0 := by
  have h : ∀ Z a : ℝ, 0 < Z →
      HasDerivAt (fun t : ℝ => Real.log (Z + t * (a - Z))) (a / Z - 1) 0 := by
    intro Z a hZ
    have hl : HasDerivAt (fun t : ℝ => Z + t * (a - Z)) (a - Z) 0 :=
      (((hasDerivAt_id' (0 : ℝ)).mul_const (a - Z)).const_add Z).congr_deriv (by ring)
    have h2 := hl.log (by simpa using hZ.ne')
    refine h2.congr_deriv ?_
    simp only [zero_mul, add_zero]
    rw [sub_div, div_self hZ.ne']
  exact ((h Z1 a1 h1).fun_sub (h Z0 a0 h0)).congr_deriv (by ring)
```

## The excess identity and the equality case

For positive `q` the definition agrees with $\sum_x(p_0-p_1)^2/q$. The proof compares the sums term by term, using $q\cdot q^{-1}=1$.

```lean
/-- For a positive sampling law the variance is the sum of `(p0 - p1)² / q`. -/
theorem umbrellaVariance_eq (p0 p1 : X → ℝ) {q : X → ℝ} (hq : ∀ x, 0 < q x) :
    umbrellaVariance p0 p1 q = ∑ x, (p0 x - p1 x) ^ 2 / q x := by
  refine Finset.sum_congr rfl fun x _ => ?_
  have hu : q x * (q x)⁻¹ = 1 := mul_inv_cancel₀ (hq x).ne'
  simp only [div_eq_mul_inv]
  linear_combination (p0 x - p1 x) ^ 2 * (q x)⁻¹ * hu
```

The completed square is an exact identity. Inside the proof, `h` expands one term of the square, with `sq_abs` replacing $|p_0-p_1|^2$ by $(p_0-p_1)^2$. Summing the three parts and inserting `hs`, the normalisation of `q`, gives $V-2S^2+S^2$.

```lean
/-- The excess of the variance over the squared distance is the `q`-average of the squared
deviation of `|p0 - p1| / q` from that distance. -/
theorem variance_excess (p0 p1 : X → ℝ) {q : X → ℝ} (hq : ∀ x, 0 < q x) (hs : ∑ x, q x = 1) :
    umbrellaVariance p0 p1 q - l1Dist p0 p1 ^ 2 =
      ∑ x, q x * (|p0 x - p1 x| / q x - l1Dist p0 p1) ^ 2 := by
  have h : ∀ x, q x * (|p0 x - p1 x| / q x - l1Dist p0 p1) ^ 2 =
      q x * (p1 x / q x - p0 x / q x) ^ 2 - 2 * l1Dist p0 p1 * |p0 x - p1 x|
        + l1Dist p0 p1 ^ 2 * q x := by
    intro x
    have hu : q x * (q x)⁻¹ = 1 := mul_inv_cancel₀ (hq x).ne'
    have ha := sq_abs (p0 x - p1 x)
    simp only [div_eq_mul_inv]
    linear_combination q x * (q x)⁻¹ ^ 2 * ha - 2 * l1Dist p0 p1 * |p0 x - p1 x| * hu
  rw [Finset.sum_congr rfl (fun x _ => h x), Finset.sum_add_distrib, Finset.sum_sub_distrib,
    ← Finset.mul_sum, ← Finset.mul_sum, hs]
  change umbrellaVariance p0 p1 q - _ =
    umbrellaVariance p0 p1 q - 2 * l1Dist p0 p1 * l1Dist p0 p1 + _ * 1
  ring
```

Positivity of $S$ follows from one state at which the two functions differ.

```lean
/-- Distinct distributions have a positive summed absolute difference. -/
theorem l1Dist_pos {p0 p1 : X → ℝ} (h : p0 ≠ p1) : 0 < l1Dist p0 p1 := by
  obtain ⟨x, hx⟩ := Function.ne_iff.1 h
  exact Finset.sum_pos' (fun _ _ => abs_nonneg _)
    ⟨x, Finset.mem_univ x, abs_pos.2 (sub_ne_zero.2 hx)⟩
```

The main theorem contains the inequality and the equality criterion. Of `p0` and `p1` it assumes only that they are distinct real functions, while `q` is positive and normalised. When `p0` and `p1` are probability distributions, `umbrellaVariance` is the variance of the response; for general functions it is a second moment.

The inequality comes from the non-negative terms collected in `hn`. For the forward half of the criterion, a vanishing sum of non-negative terms has vanishing terms, and positivity of `q x` leaves $d/q=S$, which is solved for `q x`. For the converse, inserting the optimal law makes each deviation zero.

```lean
/-- Every positive sampling law has variance at least `(∑ |p0 - p1|)²`, with equality exactly
when it is the normalised absolute difference of `p0` and `p1`. -/
theorem optimal_umbrella {p0 p1 q : X → ℝ} (h : p0 ≠ p1) (hq : ∀ x, 0 < q x)
    (hs : ∑ x, q x = 1) :
    l1Dist p0 p1 ^ 2 ≤ umbrellaVariance p0 p1 q ∧
      (umbrellaVariance p0 p1 q = l1Dist p0 p1 ^ 2 ↔ q = optimalUmbrella p0 p1) := by
  have hE := variance_excess p0 p1 hq hs
  have hS := l1Dist_pos h
  have hn : ∀ x ∈ (Finset.univ : Finset X),
      0 ≤ q x * (|p0 x - p1 x| / q x - l1Dist p0 p1) ^ 2 :=
    fun x _ => mul_nonneg (hq x).le (sq_nonneg _)
  refine ⟨by linarith [Finset.sum_nonneg hn], fun hv => ?_, fun hv => ?_⟩
  · -- zero excess forces every deviation to vanish
    rw [hv, sub_self] at hE
    funext x
    have hx := (Finset.sum_eq_zero_iff_of_nonneg hn).1 hE.symm x (Finset.mem_univ x)
    have h1 := (pow_eq_zero_iff two_ne_zero).1 ((mul_eq_zero.1 hx).resolve_left (hq x).ne')
    have h2 := (div_eq_iff (hq x).ne').1 (sub_eq_zero.1 h1)
    change q x = |p0 x - p1 x| / l1Dist p0 p1
    exact (eq_div_iff hS.ne').2 (by linear_combination -h2)
  · have hz : ∑ x, q x * (|p0 x - p1 x| / q x - l1Dist p0 p1) ^ 2 = 0 := by
      refine Finset.sum_eq_zero fun x _ => ?_
      have h0 : q x = |p0 x - p1 x| / l1Dist p0 p1 := congrFun hv x
      have hk := (eq_div_iff hS.ne').1 h0
      have h1 : |p0 x - p1 x| / q x = l1Dist p0 p1 :=
        (div_eq_iff (hq x).ne').2 (by linear_combination -hk)
      rw [h1]
      ring
    linarith
```

If `p0` and `p1` agree at a state `x`, equality would give `q x = 0` by the criterion just proved, contradicting positivity.

```lean
/-- If the distinct distributions coincide at some state, every positive sampling law has variance
strictly above the bound. -/
theorem strict_of_coincidence {p0 p1 q : X → ℝ} (h : p0 ≠ p1) (hq : ∀ x, 0 < q x)
    (hs : ∑ x, q x = 1) {x : X} (hx : p0 x = p1 x) :
    l1Dist p0 p1 ^ 2 < umbrellaVariance p0 p1 q := by
  obtain ⟨hle, hiff⟩ := optimal_umbrella h hq hs
  refine lt_of_le_of_ne hle fun he => ?_
  have h0 : q x = |p0 x - p1 x| / l1Dist p0 p1 := congrFun (hiff.1 he.symm) x
  rw [hx, sub_self, abs_zero, zero_div] at h0
  exact (hq x).ne' h0
```

## The greatest lower bound and the constant four

The mixture theorem has three conclusions: positivity, normalisation and the variance bound. In its proof, `hm` is the inequality $(1-t)\,d\le S\,q_t$, obtained by discarding the non-negative contribution of `r`. Multiplying it by $d$ gives the termwise estimate `hterm`, which is then summed.

```lean
/-- Mixing a fraction `t` of a positive law into the optimal umbrella gives a positive normalised
law whose variance exceeds the bound by at most the factor `1 / (1 - t)`. -/
theorem mixedUmbrella_bound {p0 p1 r : X → ℝ} {t : ℝ} (h : p0 ≠ p1) (hr : ∀ x, 0 < r x)
    (hs : ∑ x, r x = 1) (ht0 : 0 < t) (ht1 : t < 1) :
    (∀ x, 0 < mixedUmbrella p0 p1 r t x) ∧ ∑ x, mixedUmbrella p0 p1 r t x = 1 ∧
      umbrellaVariance p0 p1 (mixedUmbrella p0 p1 r t) ≤ l1Dist p0 p1 ^ 2 / (1 - t) := by
  have hS := l1Dist_pos h
  have ht : 0 < 1 - t := by linarith
  have ho : ∀ x, 0 ≤ optimalUmbrella p0 p1 x := fun x => div_nonneg (abs_nonneg _) hS.le
  have hpos : ∀ x, 0 < mixedUmbrella p0 p1 r t x := fun x =>
    add_pos_of_nonneg_of_pos (mul_nonneg ht.le (ho x)) (mul_pos ht0 (hr x))
  have hsum : ∑ x, optimalUmbrella p0 p1 x = 1 := by
    unfold optimalUmbrella
    rw [← Finset.sum_div]
    exact div_self hS.ne'
  refine ⟨hpos, ?_, ?_⟩
  · unfold mixedUmbrella
    rw [Finset.sum_add_distrib, ← Finset.mul_sum, ← Finset.mul_sum, hsum, hs]
    ring
  · rw [umbrellaVariance_eq p0 p1 hpos]
    have hterm : ∀ x ∈ (Finset.univ : Finset X),
        (p0 x - p1 x) ^ 2 / mixedUmbrella p0 p1 r t x ≤
          l1Dist p0 p1 / (1 - t) * |p0 x - p1 x| := by
      intro x _
      have hk : optimalUmbrella p0 p1 x * l1Dist p0 p1 = |p0 x - p1 x| :=
        div_mul_cancel₀ _ hS.ne'
      -- the mixture is nowhere below (1 - t) times the optimal law
      have hm : (1 - t) * |p0 x - p1 x| ≤ l1Dist p0 p1 * mixedUmbrella p0 p1 r t x := by
        have h3 : 0 ≤ l1Dist p0 p1 * (t * r x) := (mul_pos hS (mul_pos ht0 (hr x))).le
        rw [← hk]
        unfold mixedUmbrella
        linarith
      have h4 := mul_le_mul_of_nonneg_left hm (abs_nonneg (p0 x - p1 x))
      rw [div_mul_eq_mul_div, div_le_div_iff₀ (hpos x) ht, ← sq_abs]
      linarith
    refine (Finset.sum_le_sum hterm).trans (le_of_eq ?_)
    rw [← Finset.mul_sum]
    change l1Dist p0 p1 / (1 - t) * l1Dist p0 p1 = _
    ring
```

The set in the next theorem consists of all values of $V$ at positive normalised laws. `IsGLB` says that $S^2$ is a lower bound of this set and that no lower bound is larger. The first part is the main theorem. The second follows the argument by contradiction above, with the same choice of `t` and with the uniform distribution as `r`.

```lean
/-- The squared summed difference is the greatest lower bound of the variance over all positive
sampling laws. -/
theorem isGLB_variance {p0 p1 : X → ℝ} (h : p0 ≠ p1) :
    IsGLB {v | ∃ q : X → ℝ, (∀ x, 0 < q x) ∧ ∑ x, q x = 1 ∧ umbrellaVariance p0 p1 q = v}
      (l1Dist p0 p1 ^ 2) := by
  refine ⟨?_, fun b hb => ?_⟩
  · rintro v ⟨q, hq, hs, rfl⟩
    exact (optimal_umbrella h hq hs).1
  · by_contra hlt
    rw [not_le] at hlt
    have hS2 := sq_nonneg (l1Dist p0 p1)
    have hb0 : 0 < b := lt_of_le_of_lt hS2 hlt
    obtain ⟨x0, _⟩ := Function.ne_iff.1 h
    have : Nonempty X := ⟨x0⟩
    have hc : (0 : ℝ) < Fintype.card X := by exact_mod_cast Fintype.card_pos
    -- a suitable uniform admixture beats any larger candidate bound
    obtain ⟨t, ht⟩ : ∃ t, t = (b - l1Dist p0 p1 ^ 2) / (2 * b) := ⟨_, rfl⟩
    have ht0 : 0 < t := by rw [ht]; exact div_pos (by linarith) (by linarith)
    have ht1 : t < 1 := by rw [ht]; exact (div_lt_one (by linarith)).2 (by linarith)
    have hbt : t * (2 * b) = b - l1Dist p0 p1 ^ 2 := by
      rw [ht]; exact div_mul_cancel₀ _ (by linarith)
    have hu : ∑ _x : X, (1 / (Fintype.card X : ℝ)) = 1 := by
      rw [Finset.sum_const, Finset.card_univ, nsmul_eq_mul]
      exact mul_one_div_cancel hc.ne'
    obtain ⟨m1, m2, m3⟩ := mixedUmbrella_bound (r := fun _ => 1 / (Fintype.card X : ℝ)) h
      (fun _ => one_div_pos.2 hc) hu ht0 ht1
    have h4 := hb ⟨_, m1, m2, rfl⟩
    have h5 := (le_div_iff₀ (by linarith)).1 (h4.trans m3)
    linarith
```

The last theorem does require `p0` and `p1` to be non-negative and normalised, since this is what gives $S\le2$. The mixture bound then yields $4/(1-t)$.

```lean
/-- For two distinct probability distributions, the optimal umbrella with a fraction `t` of a
positive law mixed in has variance at most `4 / (1 - t)`. -/
theorem mixedUmbrella_le_four {p0 p1 r : X → ℝ} {t : ℝ} (h : p0 ≠ p1)
    (h0 : ∀ x, 0 ≤ p0 x) (h1 : ∀ x, 0 ≤ p1 x) (s0 : ∑ x, p0 x = 1) (s1 : ∑ x, p1 x = 1)
    (hr : ∀ x, 0 < r x) (hs : ∑ x, r x = 1) (ht0 : 0 < t) (ht1 : t < 1) :
    umbrellaVariance p0 p1 (mixedUmbrella p0 p1 r t) ≤ 4 / (1 - t) := by
  have hS := l1Dist_pos h
  have h2 : l1Dist p0 p1 ≤ 2 := by
    have hle : l1Dist p0 p1 ≤ ∑ x, (p0 x + p1 x) :=
      Finset.sum_le_sum fun x _ => abs_le.2 ⟨by linarith [h0 x], by linarith [h1 x]⟩
    rw [Finset.sum_add_distrib, s0, s1] at hle
    linarith
  refine (mixedUmbrella_bound h hr hs ht0 ht1).2.2.trans ?_
  exact div_le_div_of_nonneg_right (by nlinarith) (by linarith)

end

end OptimalUmbrella
```

```lean
#print axioms OptimalUmbrella.logRatio_first_order
#print axioms OptimalUmbrella.strict_of_coincidence
#print axioms OptimalUmbrella.isGLB_variance
#print axioms OptimalUmbrella.mixedUmbrella_le_four
```

```
'OptimalUmbrella.logRatio_first_order' depends on axioms: [propext, Classical.choice, Quot.sound]
'OptimalUmbrella.strict_of_coincidence' depends on axioms: [propext, Classical.choice, Quot.sound]
'OptimalUmbrella.isGLB_variance' depends on axioms: [propext, Classical.choice, Quot.sound]
'OptimalUmbrella.mixedUmbrella_le_four' depends on axioms: [propext, Classical.choice, Quot.sound]
```
